# In a retarded Dyson equation on a time grid, later self-energies leave earlier rows of the propagator unchanged

## Keeping the rows already computed

When a Dyson equation is solved by stepping forward in time, each step adds a row to the self-energy and a row to the propagator, and the earlier rows stay in memory as they are. This is justified if the free propagator is retarded, the self-energy is strictly retarded, and the new step leaves the old rows of the self-energy alone. The result bears on real-time Green's function simulations, here for one orbital on a finite time grid and with self-energies that are given in advance.

## Times, matrices and the equation

The times are i = 0, …, N − 1. A matrix entry A(i,j) describes propagation from time j to time i, so row i collects everything that arrives at time i. The free propagator G0 is retarded:

    G0(i,j) = 0 for i < j.

The self-energy S is strictly retarded:

    S(i,j) = 0 for i ≤ j.

It thus feeds back only amplitudes from strictly earlier times. An instantaneous mean-field term would sit on the diagonal of S and has to be absorbed into G0 beforehand. The propagator G solves

    G = G0 + G0 S G,

where the products are plain matrix products, with time-step weights that depend only on the two summed times included in S.

## Each row follows from earlier rows

Written out, the equation at row i reads

    G(i,j) = G0(i,j) + Σ_k Σ_p G0(i,k) S(k,p) G(p,j).

A term can be non-zero only if k ≤ i and p < k, hence only if p < i. Row 0 of G is therefore row 0 of G0, and every later row is given explicitly by the rows before it. This recursion produces a solution and leaves no freedom, so there is exactly one.

Now let S' be a second strictly retarded self-energy that equals S on all rows up to m, and let G' be its propagator. For i ≤ m, the formula for row i uses only rows k ≤ m of the self-energy, where S and S' coincide, and rows p < i of the propagator, where G and G' coincide by induction. Hence G and G' agree on all rows up to m.

## The first change in the propagator

Suppose that S and S' agree only on the rows before m. Then G and G' agree before m as well, and subtracting the two equations at row m gives

    G'(m,j) − G(m,j) = Σ_k G0(m,k) [(S'G')(k,j) − (SG)(k,j)].

The terms with k > m vanish because G0 is retarded. For k < m the bracket vanishes, since it contains only rows that agree. In the remaining term, k = m, the self-energies multiply only rows of G' and G before m, which are equal. The result is

    G'(m,j) − G(m,j) = G0(m,m) Σ_k (S'(m,k) − S(m,k)) G(k,j).

The formula is linear in the change of S, yet it is exact and not a first-order approximation.

## Recovering the self-energy from the propagator

Conversely, let G and G' agree up to m, and let G0(i,i) ≠ 0 for all i ≤ m. For an electron orbital in continuous time, the corresponding quantity is the limit of the free retarded function as the later time approaches the earlier one. It is fixed by the equal-time anticommutator of the annihilation and creation operators, which equals one, and so it is non-zero whatever the occupation.

First, G also obeys the equation with G0 on the right. Put Y = G0 + G S G0 and insert the Dyson equation for G:

    Y = G0 + (G0 + G0 S G) S G0 = G0 + G0 S (G0 + G S G0) = G0 + G0 S Y.

By uniqueness Y = G, and therefore

    G0 = G − G S G0 = G (1 − S G0).

Take i ≤ m, assume that S and S' agree before row i, and let d(k) = S'(i,k) − S(i,k). The response formula at row i has zero on its left side, and G0(i,i) ≠ 0, so the row vector d satisfies d G = 0. Multiplying by 1 − S G0 from the right gives d G0 = 0. If d were non-zero, let k be the latest time with d(k) ≠ 0. Column k of d G0 = 0 then reduces to

    d(k) G0(k,k) = 0,

because G0(p,k) = 0 for p < k and d(p) = 0 for p > k. Since k < i ≤ m, the diagonal entry is non-zero, which is a contradiction. So d = 0, and induction on i gives S = S' up to row m.

## What the Lean theorems say

Times are elements of `Fin N`, and all operators are complex matrices indexed by them. `Retarded` and `StrictlyRetarded` are the two triangularity conditions, `AgreeUpTo m A B` says that A and B have equal rows up to and including m, and `IsDyson G0 S G` is the Dyson equation.

`past_ignores_future` assumes that G0 is retarded, that S and S' are strictly retarded, and that they agree up to m. It concludes that each equation has a unique solution (`∃!`) and that any two solutions, one of each equation, agree up to m. `first_response` is the exact formula for the first change, and `self_energy_agree` is the converse, with the non-zero diagonal as the hypothesis `hdiag`.

The self-energies are fixed matrices, not functionals of G, so self-consistent schemes are not treated. Nor are the continuum limit, several orbitals per time, or the lesser component of a nonequilibrium Green's function.

## Allowing an equal-time self-energy

A different model would let S have diagonal entries and require 1 − G0(i,i) S(i,i) ≠ 0 at every time, and likewise for S'. Each time step would then include a division by this number, as in an implicit integration scheme, and the first response would acquire the factor 1/(1 − G0(m,m) S'(m,m)). The strict condition used here keeps every step explicit.

## A self-energy that looks ahead

If the self-energies need not be retarded, the future can act on the past. Take N = 2, G0 = 1, and

    S = [[0, 1], [0, 0]],   S' = [[0, 1], [2, 0]].

They agree on row 0, and both equations have unique solutions:

    G = [[1, 1], [0, 1]],   G' = [[−1, −1], [−2, −1]].

Yet the rows at time 0 are (1, 1) and (−1, −1).

## The complete file

```lean
import Mathlib

open Matrix

namespace DysonPastIgnoresFuture

/-- A retarded matrix on the time grid: the entry from time `j` to an earlier time `i` vanishes. -/
def Retarded {N : ℕ} (A : Matrix (Fin N) (Fin N) ℂ) : Prop :=
  ∀ i j, i < j → A i j = 0

/-- A strictly retarded matrix: the equal-time entries vanish as well. -/
def StrictlyRetarded {N : ℕ} (S : Matrix (Fin N) (Fin N) ℂ) : Prop :=
  ∀ i j, i ≤ j → S i j = 0

/-- Two matrices agree on all rows up to and including time `m`. -/
def AgreeUpTo {N : ℕ} (m : Fin N) (A B : Matrix (Fin N) (Fin N) ℂ) : Prop :=
  ∀ i, i ≤ m → ∀ j, A i j = B i j

/-- The Dyson equation `G = G0 + G0 S G`. -/
def IsDyson {N : ℕ} (G0 S G : Matrix (Fin N) (Fin N) ℂ) : Prop :=
  G = G0 + G0 * S * G

variable {N : ℕ} {m : Fin N} {G0 S S' G G' : Matrix (Fin N) (Fin N) ℂ}

/-- Propagation by a retarded matrix preserves agreement up to time `m`. -/
theorem retarded_mul_agree {A B : Matrix (Fin N) (Fin N) ℂ} (h0 : Retarded G0)
    (h : AgreeUpTo m A B) : AgreeUpTo m (G0 * A) (G0 * B) := by
  intro i hi j
  rw [Matrix.mul_apply, Matrix.mul_apply]
  refine Finset.sum_congr rfl fun k _ => ?_
  by_cases hk : i < k
  · rw [h0 i k hk, zero_mul, zero_mul]
  · rw [h k ((not_lt.mp hk).trans hi) j]

/-- Solutions of two Dyson equations with sources `C`, `C'` agree up to time `m` if the sources and
the self-energies do, `G0` is retarded and `S` is strictly retarded. -/
theorem driven_dyson_agree {C C' X X' : Matrix (Fin N) (Fin N) ℂ} (h0 : Retarded G0)
    (hS : StrictlyRetarded S) (hSS : AgreeUpTo m S S') (hC : AgreeUpTo m C C')
    (hX : X = C + G0 * S * X) (hX' : X' = C' + G0 * S' * X') : AgreeUpTo m X X' := by
  -- induction on time: row `i` of the equation only involves earlier rows of the solution
  have key : ∀ n : ℕ, ∀ i : Fin N, i.val < n → i ≤ m → ∀ j, X i j = X' i j := by
    intro n
    induction n with
    | zero => intro i hi; omega
    | succ n ih =>
      intro i hi him j
      have hmem : AgreeUpTo i (S * X) (S' * X') := by
        intro k hk l
        rw [Matrix.mul_apply, Matrix.mul_apply]
        refine Finset.sum_congr rfl fun p _ => ?_
        rw [← hSS k (hk.trans him) p]
        by_cases hp : p < k
        · have hpi : p < i := hp.trans_le hk
          have hpv : p.val < i.val := hpi
          rw [ih p (by omega) (hpi.le.trans him) l]
        · rw [hS k p (not_lt.mp hp), zero_mul, zero_mul]
      calc X i j = (C + G0 * (S * X)) i j := by rw [← Matrix.mul_assoc, ← hX]
        _ = (C' + G0 * (S' * X')) i j := by
          rw [Matrix.add_apply, Matrix.add_apply, hC i him j,
            retarded_mul_agree h0 hmem i le_rfl j]
        _ = X' i j := by rw [← Matrix.mul_assoc, ← hX']
  exact fun i hi j => key (i.val + 1) i (Nat.lt_succ_self _) hi j

/-- The past ignores the future: for retarded `G0` and strictly retarded `S`, `S'` that agree on
rows up to time `m`, both Dyson equations have a unique solution and the propagators agree on rows
up to time `m`. -/
theorem past_ignores_future (h0 : Retarded G0) (hS : StrictlyRetarded S)
    (hS' : StrictlyRetarded S') (hSS : AgreeUpTo m S S') :
    (∃! G, IsDyson G0 S G) ∧ (∃! G', IsDyson G0 S' G') ∧
      ∀ G G', IsDyson G0 S G → IsDyson G0 S' G' → AgreeUpTo m G G' := by
  have ex : ∀ T : Matrix (Fin N) (Fin N) ℂ, StrictlyRetarded T → ∃! G, IsDyson G0 T G := by
    intro T hT
    let L : Matrix (Fin N) (Fin N) ℂ →ₗ[ℂ] Matrix (Fin N) (Fin N) ℂ :=
      LinearMap.id - LinearMap.mulLeft ℂ (G0 * T)
    have hL : ∀ X, L X = X - G0 * T * X := fun X => rfl
    -- equal sources give equal solutions, so in finite dimension every source has a solution
    have inj : Function.Injective L := by
      intro X Y h
      rw [hL, hL] at h
      ext i j
      exact driven_dyson_agree (m := i) h0 hT (fun _ _ _ => rfl)
        (fun k _ l => by rw [h]) (sub_add_cancel X (G0 * T * X)).symm
        (sub_add_cancel Y (G0 * T * Y)).symm i le_rfl j
    obtain ⟨G, hG⟩ := LinearMap.injective_iff_surjective.mp inj G0
    rw [hL] at hG
    have hD : IsDyson G0 T G := sub_eq_iff_eq_add.mp hG
    refine ⟨G, hD, fun Y hY => ?_⟩
    ext i j
    exact driven_dyson_agree (m := i) h0 hT (fun _ _ _ => rfl) (fun _ _ _ => rfl)
      hY hD i le_rfl j
  exact ⟨ex S hS, ex S' hS', fun G G' hG hG' =>
    driven_dyson_agree h0 hS hSS (fun _ _ _ => rfl) hG hG'⟩

/-- For retarded `G0` and strictly retarded self-energies that agree before time `m`, the change of
the propagator at time `m` is the equal-time free propagator times the change of row `m` of the
self-energy applied to `G`. -/
theorem first_response (h0 : Retarded G0) (hS : StrictlyRetarded S)
    (hS' : StrictlyRetarded S') (hSS : ∀ i, i < m → ∀ j, S i j = S' i j)
    (hG : IsDyson G0 S G) (hG' : IsDyson G0 S' G') (j : Fin N) :
    G' m j - G m j = G0 m m * ∑ k, (S' m k - S m k) * G k j := by
  have eG : G = G0 + G0 * S * G := hG
  have eG' : G' = G0 + G0 * S' * G' := hG'
  have past : ∀ i, i < m → ∀ j, G i j = G' i j := fun i hi =>
    driven_dyson_agree (m := i) h0 hS (fun k hk l => hSS k (hk.trans_lt hi) l)
      (fun _ _ _ => rfl) eG eG' i le_rfl
  -- only the equal-time term of the free propagator survives
  have other : ∀ k, k ≠ m → G0 m k * ((S' * G') k j - (S * G) k j) = 0 := by
    intro k hk
    rcases lt_or_gt_of_ne hk with h | h
    · have e : (S' * G') k j = (S * G) k j := by
        rw [Matrix.mul_apply, Matrix.mul_apply]
        refine Finset.sum_congr rfl fun p _ => ?_
        rw [← hSS k h p]
        by_cases hp : p < k
        · rw [past p (hp.trans h) j]
        · rw [hS k p (not_lt.mp hp), zero_mul, zero_mul]
      rw [e, sub_self, mul_zero]
    · rw [h0 m k h, zero_mul]
  calc G' m j - G m j = (G0 + G0 * S' * G') m j - (G0 + G0 * S * G) m j := by
        rw [← eG, ← eG']
    _ = ∑ k, G0 m k * ((S' * G') k j - (S * G) k j) := by
        rw [Matrix.mul_assoc, Matrix.mul_assoc, Matrix.add_apply, Matrix.add_apply,
          add_sub_add_left_eq_sub, Matrix.mul_apply, Matrix.mul_apply,
          ← Finset.sum_sub_distrib]
        exact Finset.sum_congr rfl fun k _ => (mul_sub _ _ _).symm
    _ = G0 m m * ((S' * G') m j - (S * G) m j) :=
        Finset.sum_eq_single m (fun k _ hk => other k hk)
          (fun h => absurd (Finset.mem_univ m) h)
    _ = G0 m m * ∑ k, (S' m k - S m k) * G k j := by
        congr 1
        rw [Matrix.mul_apply, Matrix.mul_apply, ← Finset.sum_sub_distrib]
        refine Finset.sum_congr rfl fun p _ => ?_
        by_cases hp : p < m
        · rw [past p hp j]; ring
        · rw [hS m p (not_lt.mp hp), hS' m p (not_lt.mp hp)]; ring

/-- For retarded `G0` and strictly retarded `S`, a solution of the Dyson equation also obeys the
equation with the free propagator on the right. -/
theorem dyson_right (h0 : Retarded G0) (hS : StrictlyRetarded S) (hG : IsDyson G0 S G) :
    G = G0 + G * S * G0 := by
  have eG : G = G0 + G0 * S * G := hG
  have hY : G0 + G * S * G0 = G0 + G0 * S * (G0 + G * S * G0) := by
    calc G0 + G * S * G0 = G0 + (G0 + G0 * S * G) * S * G0 := by rw [← eG]
      _ = G0 + G0 * S * (G0 + G * S * G0) := by noncomm_ring
  ext i j
  exact driven_dyson_agree (m := i) h0 hS (fun _ _ _ => rfl) (fun _ _ _ => rfl)
    eG hY i le_rfl j

/-- A row vector supported on times up to `m` and annihilated by a retarded matrix with non-zero
diagonal up to `m` vanishes. -/
theorem row_eq_zero {d : Fin N → ℂ} (h0 : Retarded G0) (hdiag : ∀ i, i ≤ m → G0 i i ≠ 0)
    (hd : ∀ k, m < k → d k = 0) (h : ∀ j, ∑ k, d k * G0 k j = 0) (j : Fin N) : d j = 0 := by
  -- back substitution from the latest time
  have key : ∀ n : ℕ, ∀ j : Fin N, N - j.val ≤ n → d j = 0 := by
    intro n
    induction n with
    | zero => intro j hj; have := j.isLt; omega
    | succ n ih =>
      intro j hj
      by_cases hm : m < j
      · exact hd j hm
      · have s : d j * G0 j j = 0 := by
          rw [← Finset.sum_eq_single (f := fun k => d k * G0 k j) j ?_
            (fun hn => absurd (Finset.mem_univ j) hn)]
          · exact h j
          · intro k _ hk
            rcases lt_or_gt_of_ne hk with hlt | hgt
            · simp only [h0 k j hlt, mul_zero]
            · have hv : j.val < k.val := hgt
              have hkN := k.isLt
              simp only [ih k (by omega), zero_mul]
        exact (mul_eq_zero.mp s).resolve_right (hdiag j (not_lt.mp hm))
  exact key (N - j.val) j le_rfl

/-- Converse: if `G0` is retarded with non-zero diagonal up to time `m`, and the self-energies are
strictly retarded, then propagators that agree up to `m` come from self-energies that agree up to
`m`. -/
theorem self_energy_agree (h0 : Retarded G0) (hdiag : ∀ i, i ≤ m → G0 i i ≠ 0)
    (hS : StrictlyRetarded S) (hS' : StrictlyRetarded S') (hG : IsDyson G0 S G)
    (hG' : IsDyson G0 S' G') (hGG : AgreeUpTo m G G') : AgreeUpTo m S S' := by
  have e : G0 = G * (1 - S * G0) := by
    rw [mul_sub, mul_one, ← Matrix.mul_assoc]
    exact eq_sub_of_add_eq (dyson_right h0 hS hG).symm
  have key : ∀ n : ℕ, ∀ i : Fin N, i.val < n → i ≤ m → ∀ j, S i j = S' i j := by
    intro n
    induction n with
    | zero => intro i hi; omega
    | succ n ih =>
      intro i hi him j
      have before : ∀ k, k < i → ∀ l, S k l = S' k l := by
        intro k hk l
        have hv : k.val < i.val := hk
        exact ih k (by omega) (hk.le.trans him) l
      -- no response at time `i`, so the changed row is annihilated by `G`, hence by `G0`
      have v : Matrix.vecMul (fun k => S' i k - S i k) G = 0 := by
        funext l
        have r := first_response h0 hS hS' before hG hG' l
        rw [hGG i him l, sub_self] at r
        exact (mul_eq_zero.mp r.symm).resolve_left (hdiag i him)
      have v0 : Matrix.vecMul (fun k => S' i k - S i k) G0 = 0 := by
        rw [e, ← Matrix.vecMul_vecMul, v, Matrix.zero_vecMul]
      have z := row_eq_zero (m := i) (d := fun k => S' i k - S i k) h0
        (fun k hk => hdiag k (hk.trans him))
        (fun k hk => by simp only [hS i k hk.le, hS' i k hk.le, sub_self])
        (fun l => congrFun v0 l) j
      exact (sub_eq_zero.mp z).symm
  exact fun i hi j => key (i.val + 1) i (Nat.lt_succ_self _) hi j

end DysonPastIgnoresFuture
```

```lean
#print axioms DysonPastIgnoresFuture.past_ignores_future
-- 'DysonPastIgnoresFuture.past_ignores_future' depends on axioms: [propext, Classical.choice, Quot.sound]
#print axioms DysonPastIgnoresFuture.self_energy_agree
-- 'DysonPastIgnoresFuture.self_energy_agree' depends on axioms: [propext, Classical.choice, Quot.sound]
```

## How the proof runs

`retarded_mul_agree` shows that multiplication by G0 from the left preserves agreement up to m. It compares the sums term by term: for k later than i the entry of G0 vanishes, and otherwise row k is covered by the assumption.

`driven_dyson_agree` carries the induction on time. It treats the more general equation X = C + G0 S X with a source C, because the existence proof needs sources other than G0. The inner statement `key` claims agreement for all times below n. In the induction step, `hmem` shows that S X and S' X' agree up to row i, using the induction hypothesis for p < k and strict retardation for the other p. The `calc` block then inserts this into the two equations.

In `past_ignores_future`, existence is obtained differently from the recursion above. The linear map `L` sends X to X − G0 T X, where T stands for S or S'. Equal sources give equal solutions, so `L` is injective; on a finite-dimensional space it is then surjective (`LinearMap.injective_iff_surjective`), and a preimage of G0 is a solution. Uniqueness and the comparison of G with G' both come from `driven_dyson_agree`.

`first_response` follows the subtraction by hand. `past` gives agreement before m, `other` removes every term with k ≠ m, and `Finset.sum_eq_single` keeps the equal-time term. The last step of the `calc` block uses the agreement of G and G' in the rows before m, and strict retardation for the other rows.

`dyson_right` checks with `noncomm_ring` that G0 + G S G0 solves the original equation, and then applies uniqueness. `row_eq_zero` is the back substitution: its induction on N − j starts from the latest time, where the argument by hand picks the latest non-zero entry.

`self_energy_agree` joins these parts. The identity `e` is G0 = G (1 − S G0), `v` is d G = 0, and `v0` is d G0 = 0. `row_eq_zero` then makes the difference of the two rows vanish, and the induction moves on to the next time.
